# The Davidson correction cancels the \(N^2v^4/D^3\) term of doubles CI for \(N\) separated identical pairs

## Does the correction really remove the term that grows as \(N^2\)?

I have to decide what "the doubles-CI energy" is before I can ask anything rigorous about it: either a closed formula with a square root, or the lowest eigenvalue of an explicit CI matrix. I would like both, tied together. My system is \(N\) identical electron pairs that are far apart, each with one double excitation lying a gap \(D>0\) above the reference and coupled to it by a matrix element \(v\). The claim, as I understand it, is that at fourth order in \(v\) the doubles-CI energy \(E\), measured from the reference energy, has a term \(N^2v^4/D^3\), which can't belong to the energy of \(N\) independent subsystems, and that adding \((1-w)E\), with \(w\) the weight of the reference in the normalised CI vector, cancels it. Can this be stated as a limit and checked by machine, and what is left after the cancellation?

## Energy defined by formula, then tied to the CI matrix

The file defines \(E\) and \(w\) by closed formulas, so that the limits are statements about explicit real functions of \(v\), and proves separately that the formulas describe the lowest state of the CI matrix. The space has \(N+1\) orthonormal basis vectors: the reference and one double excitation for each pair \(i=0,\dots,N-1\). The reference energy is set to zero, so \(E\) is a correlation energy. The gap \(D>0\) says that each doubly excited pair lies above the reference, and \(v\) is the real Hamiltonian matrix element between the reference and one such excitation. Excitations on different pairs have no matrix element between them, since their determinants differ in four spin orbitals. Separation enters elsewhere: it decouples the double excitations that involve two different pairs from these basis vectors, so they are left out. For a real vector \(x\) with reference component \(x_{\mathrm r}\) and pair components \(x_i\),
\[ (Hx)_{\mathrm r}=v\sum_i x_i,\qquad (Hx)_i=v\,x_{\mathrm r}+D\,x_i . \]

## The lowest root and its reference weight

Take \(N\ge1\), \(v\ne0\), and try \(x_{\mathrm r}=1\) with all \(x_i\) equal to one amplitude \(c\). The eigenvalue equations are \(Nvc=E\) and \(v+Dc=Ec\). The first gives \(c=E/(Nv)\), and the second then becomes the secular equation
\[ E(E-D)=Nv^2 . \]
With \(s=\sqrt{D^2+4Nv^2}\), the lower root is \(E=(D-s)/2\). Indeed \(E(E-D)=(D-s)(-D-s)/4=(s^2-D^2)/4=Nv^2\), and \(s\ge|D|\ge D\) gives \(E\le0\). The squared norm of the vector is \(1+Nc^2=1+E^2/(Nv^2)\), so the reference weight is
\[ w=\frac{1}{1+E^2/(Nv^2)} , \]
and the normalised vector has components \(\sqrt w\) on the reference and \(\sqrt w\,E/(Nv)\) on each pair.

No vector lies lower. Since \(D-E>0\), the secular equation can be written \(-E=Nv^2/(D-E)\), which lets the term \(-E\,x_{\mathrm r}^2\) be shared equally among the pairs:
\[ x\cdot Hx-E\,x\cdot x=\sum_i\Big[(D-E)x_i^2+2v\,x_{\mathrm r}x_i+\frac{v^2x_{\mathrm r}^2}{D-E}\Big]=\sum_i\frac{\big((D-E)x_i+v\,x_{\mathrm r}\big)^2}{D-E}\ge0 . \]

## Second and fourth order in the coupling

Put \(q=E/v^2\). The secular equation gives \(q=-N/(D-E)\). The formula for \(E\) is continuous in \(v\), and at \(v=0\) it equals \((D-|D|)/2=0\) because \(D>0\). Hence \(q\to-N/D\), which is the second-order energy \(-Nv^2/D\), linear in \(N\).

Dividing \(E^2-DE=Nv^2\) by \(D\) gives the exact identity \(E+Nv^2/D=E^2/D\), so
\[ \frac{E+Nv^2/D}{v^4}=\frac{q^2}{D}\;\longrightarrow\;\frac{N^2}{D^3}. \]
For the correction, \(1-w=E^2/(Nv^2+E^2)=q^2v^2/(N+q^2v^2)\), and multiplying by \(E/v^4=q/v^2\) gives
\[ \frac{(1-w)E}{v^4}=\frac{q^3}{N+q^2v^2}\;\longrightarrow\;\frac{(-N/D)^3}{N}=-\frac{N^2}{D^3}. \]
The sum of the two limits is zero, so the corrected energy \(E_{\mathrm Q}=E+(1-w)E\) satisfies \((E_{\mathrm Q}+Nv^2/D)/v^4\to0\).

Now compare with \(NE_1\), where \(E_1\) is the same formula at \(N=1\). The first limit at \(N=1\), multiplied by \(N\), reads \((NE_1+Nv^2/D)/v^4\to N/D^3\). Subtracting it cancels the second-order terms and leaves
\[ \frac{E-NE_1}{v^4}\to\frac{N(N-1)}{D^3},\qquad \frac{E_{\mathrm Q}-NE_1}{v^4}\to-\frac{N}{D^3}. \]
The correction therefore removes the whole fourth-order term, including the part \(N/D^3\) that independent pairs should keep. At \(N=1\) the two limits are \(0\) and \(-1/D^3\), so the correction introduces a deviation where there was none. At \(N=2\) they are \(2/D^3\) and \(-2/D^3\), and from \(N=3\) on the corrected coefficient is the smaller in magnitude.

## The Lean file

```lean
import Mathlib

open Filter Topology Matrix

namespace DavidsonCorrection

noncomputable section

/-- Doubles-CI Hamiltonian of `N` separated pairs: the reference (`none`) has energy `0`, each
pair excitation has energy `D` and couples to the reference with strength `v`. -/
def dciHam (N : ℕ) (D v : ℝ) : Matrix (Option (Fin N)) (Option (Fin N)) ℝ :=
  Matrix.of fun a b => match a, b with
    | none, none => 0
    | none, some _ => v
    | some _, none => v
    | some i, some j => if i = j then D else 0

/-- The doubles-CI correlation energy `E = (D - √(D² + 4 N v²)) / 2`. -/
def dciEnergy (N : ℕ) (D v : ℝ) : ℝ := (D - Real.sqrt (D ^ 2 + 4 * N * v ^ 2)) / 2

/-- The reference weight `w = 1 / (1 + E² / (N v²))`. -/
def refWeight (N : ℕ) (D v : ℝ) : ℝ := 1 / (1 + dciEnergy N D v ^ 2 / (N * v ^ 2))

/-- The Davidson-corrected energy `E + (1 - w) E`. -/
def davidsonEnergy (N : ℕ) (D v : ℝ) : ℝ :=
  dciEnergy N D v + (1 - refWeight N D v) * dciEnergy N D v

/-- The doubles-CI vector in intermediate normalisation: `1` on the reference and `E / (N v)`
on each pair excitation. -/
def dciVec (N : ℕ) (D v : ℝ) : Option (Fin N) → ℝ
  | none => 1
  | some _ => dciEnergy N D v / (N * v)

/-- The energy solves the secular equation `E (E - D) = N v²` and is not positive. -/
theorem secular (N : ℕ) (D v : ℝ) :
    dciEnergy N D v * (dciEnergy N D v - D) = N * v ^ 2 ∧ dciEnergy N D v ≤ 0 := by
  have h0 : (0 : ℝ) ≤ 4 * N * v ^ 2 := by positivity
  have hs := Real.sq_sqrt (show (0 : ℝ) ≤ D ^ 2 + 4 * N * v ^ 2 by positivity)
  have hl : D ≤ Real.sqrt (D ^ 2 + 4 * N * v ^ 2) :=
    (le_abs_self D).trans (Real.abs_le_sqrt (by linarith))
  unfold dciEnergy
  exact ⟨by linear_combination (1 / 4) * hs, by linarith⟩

/-- Components of the Hamiltonian acting on a CI vector. -/
theorem dciHam_mulVec (N : ℕ) (D v : ℝ) (x : Option (Fin N) → ℝ) :
    (dciHam N D v *ᵥ x) none = v * ∑ i, x (some i) ∧
      ∀ i, (dciHam N D v *ᵥ x) (some i) = v * x none + D * x (some i) := by
  refine ⟨?_, fun i => ?_⟩
  · simp [dciHam, mulVec, dotProduct, Fintype.sum_option, Finset.mul_sum]
  · simp [dciHam, mulVec, dotProduct, Fintype.sum_option]

/-- The doubles-CI vector is an eigenvector of the Hamiltonian with eigenvalue `E`, and the
squared reference coefficient over the squared norm is `w`. -/
theorem dciVec_eigen (N : ℕ) (hN : N ≠ 0) (D v : ℝ) (hv : v ≠ 0) :
    dciHam N D v *ᵥ dciVec N D v = dciEnergy N D v • dciVec N D v ∧
      dciVec N D v none ^ 2 / (dciVec N D v ⬝ᵥ dciVec N D v) = refWeight N D v := by
  have hN' : (N : ℝ) ≠ 0 := Nat.cast_ne_zero.mpr hN
  obtain ⟨h0, hs⟩ := dciHam_mulVec N D v (dciVec N D v)
  constructor
  · funext a
    cases a with
    | none =>
      rw [h0]
      simp only [dciVec, Pi.smul_apply, smul_eq_mul, Finset.sum_const, Finset.card_univ,
        Fintype.card_fin, nsmul_eq_mul]
      field_simp
    | some i =>
      rw [hs]
      simp only [dciVec, Pi.smul_apply, smul_eq_mul]
      have h : v = dciEnergy N D v * (dciEnergy N D v - D) / (N * v) := by
        rw [(secular N D v).1]
        field_simp
      linear_combination h
  · have h : (N : ℝ) * (dciEnergy N D v / (N * v) * (dciEnergy N D v / (N * v)))
        = dciEnergy N D v ^ 2 / (N * v ^ 2) := by
      field_simp
    simp only [dotProduct, Fintype.sum_option, dciVec, refWeight, Finset.sum_const,
      Finset.card_univ, Fintype.card_fin, nsmul_eq_mul, one_pow, mul_one]
    rw [h]

/-- Variational bound: every CI vector has `E ⟨x|x⟩ ≤ ⟨x|H|x⟩`. -/
theorem dciEnergy_lower_bound (N : ℕ) (D v : ℝ) (hD : 0 < D) (x : Option (Fin N) → ℝ) :
    dciEnergy N D v * (x ⬝ᵥ x) ≤ x ⬝ᵥ dciHam N D v *ᵥ x := by
  obtain ⟨h0, hs⟩ := dciHam_mulVec N D v x
  obtain ⟨hsec, hE⟩ := secular N D v
  generalize dciEnergy N D v = E at hsec hE ⊢
  have hp : 0 < D - E := by linarith
  have hp' : D - E ≠ 0 := hp.ne'
  -- complete the square for each pair
  have hterm : ∀ i, 0 ≤ x (some i) * (v * x none + D * x (some i))
      - E * (x (some i) * x (some i)) + x none * v * x (some i)
      + v ^ 2 / (D - E) * x none ^ 2 := by
    intro i
    have h : x (some i) * (v * x none + D * x (some i))
        - E * (x (some i) * x (some i)) + x none * v * x (some i)
        + v ^ 2 / (D - E) * x none ^ 2
        = ((D - E) * x (some i) + v * x none) ^ 2 / (D - E) := by
      field_simp
      ring
    rw [h]
    exact div_nonneg (sq_nonneg _) hp.le
  have hsum := Finset.sum_nonneg (s := Finset.univ) (fun i _ => hterm i)
  simp only [Finset.sum_add_distrib, Finset.sum_sub_distrib, ← Finset.mul_sum,
    Finset.sum_const, Finset.card_univ, Fintype.card_fin, nsmul_eq_mul] at hsum
  have h2 : (N : ℝ) * (v ^ 2 / (D - E)) = -E := by
    rw [← mul_div_assoc, ← hsec, div_eq_iff hp']
    ring
  have h3 : (N : ℝ) * (v ^ 2 / (D - E)) * x none ^ 2 = -E * x none ^ 2 := by rw [h2]
  simp only [dotProduct, Fintype.sum_option, h0, hs]
  linarith

/-- Second order: `E / v²` tends to `-N / D` as the coupling tends to zero. -/
theorem dci_second_order (N : ℕ) (D : ℝ) (hD : 0 < D) :
    Tendsto (fun v => dciEnergy N D v / v ^ 2) (𝓝[≠] 0) (𝓝 (-(N : ℝ) / D)) := by
  have hc : Continuous (fun v => dciEnergy N D v) := by
    unfold dciEnergy
    fun_prop
  have hz : dciEnergy N D 0 = 0 := by simp [dciEnergy, Real.sqrt_sq hD.le]
  have hE : Tendsto (fun v => dciEnergy N D v) (𝓝[≠] 0) (𝓝 0) :=
    (hc.tendsto' 0 0 hz).mono_left nhdsWithin_le_nhds
  have h : Tendsto (fun v => -(N : ℝ) / (D - dciEnergy N D v)) (𝓝[≠] 0)
      (𝓝 (-(N : ℝ) / (D - 0))) :=
    tendsto_const_nhds.div (tendsto_const_nhds.sub hE) (by simpa using hD.ne')
  rw [sub_zero] at h
  refine h.congr' ?_
  filter_upwards [self_mem_nhdsWithin] with v hv
  have hv' : v ≠ 0 := hv
  obtain ⟨hsec, hle⟩ := secular N D v
  have hp : 0 < D - dciEnergy N D v := by linarith
  rw [div_eq_div_iff hp.ne' (pow_ne_zero 2 hv')]
  linear_combination hsec

/-- Fourth order of doubles CI: `(E + N v² / D) / v⁴` tends to `N² / D³`. -/
theorem dci_fourth_order (N : ℕ) (D : ℝ) (hD : 0 < D) :
    Tendsto (fun v => (dciEnergy N D v + N * v ^ 2 / D) / v ^ 4) (𝓝[≠] 0)
      (𝓝 ((N : ℝ) ^ 2 / D ^ 3)) := by
  have h := ((dci_second_order N D hD).pow 2).div_const D
  have e : (-(N : ℝ) / D) ^ 2 / D = (N : ℝ) ^ 2 / D ^ 3 := by ring
  rw [e] at h
  refine h.congr fun v => ?_
  -- the secular equation gives E + N v² / D = E² / D
  have hi : D * D⁻¹ = 1 := mul_inv_cancel₀ hD.ne'
  have key : dciEnergy N D v + N * v ^ 2 / D = dciEnergy N D v ^ 2 / D := by
    linear_combination (-D⁻¹) * (secular N D v).1 - dciEnergy N D v * hi
  rw [key]
  ring

/-- The correction term: `(1 - w) E / v⁴` tends to `-N² / D³`. -/
theorem correction_fourth_order (N : ℕ) (hN : N ≠ 0) (D : ℝ) (hD : 0 < D) :
    Tendsto (fun v => (1 - refWeight N D v) * dciEnergy N D v / v ^ 4) (𝓝[≠] 0)
      (𝓝 (-((N : ℝ) ^ 2 / D ^ 3))) := by
  have hN' : (N : ℝ) ≠ 0 := Nat.cast_ne_zero.mpr hN
  have hD' : D ≠ 0 := hD.ne'
  have hq := dci_second_order N D hD
  have hv0 : Tendsto (fun v : ℝ => v) (𝓝[≠] 0) (𝓝 0) :=
    tendsto_id.mono_left nhdsWithin_le_nhds
  have h : Tendsto (fun v => (dciEnergy N D v / v ^ 2) ^ 3
      / (N + (dciEnergy N D v / v ^ 2) ^ 2 * v ^ 2)) (𝓝[≠] 0)
      (𝓝 ((-(N : ℝ) / D) ^ 3 / (N + (-(N : ℝ) / D) ^ 2 * 0 ^ 2))) :=
    (hq.pow 3).div (tendsto_const_nhds.add ((hq.pow 2).mul (hv0.pow 2))) (by simpa using hN)
  have e : (-(N : ℝ) / D) ^ 3 / (N + (-(N : ℝ) / D) ^ 2 * 0 ^ 2) = -((N : ℝ) ^ 2 / D ^ 3) := by
    rw [zero_pow two_ne_zero, mul_zero, add_zero]
    field_simp
  rw [e] at h
  refine h.congr' ?_
  filter_upwards [self_mem_nhdsWithin] with v hv
  have hv' : v ≠ 0 := hv
  -- with E = q v² the quotient is q³ / (N + q² v²)
  have key : ∀ q : ℝ, q ^ 3 / (N + q ^ 2 * v ^ 2)
      = (1 - 1 / (1 + (q * v ^ 2) ^ 2 / (N * v ^ 2))) * (q * v ^ 2) / v ^ 4 := by
    intro q
    have h1 : (N : ℝ) + q ^ 2 * v ^ 2 ≠ 0 := by positivity
    have h2 : 1 + (q * v ^ 2) ^ 2 / (N * v ^ 2) = (N + q ^ 2 * v ^ 2) / N := by
      field_simp
    rw [h2, one_div_div, one_sub_div h1, add_sub_cancel_left]
    field_simp
  have hc : dciEnergy N D v / v ^ 2 * v ^ 2 = dciEnergy N D v := by field_simp
  have hk := key (dciEnergy N D v / v ^ 2)
  rw [hc] at hk
  exact hk

/-- As the nonzero coupling tends to zero, `(E + N v² / D) / v⁴` tends to `N² / D³`, while the
same quotient with the Davidson-corrected energy in place of `E` tends to `0`. -/
theorem davidson_cancels_fourth_order (N : ℕ) (hN : N ≠ 0) (D : ℝ) (hD : 0 < D) :
    Tendsto (fun v => (dciEnergy N D v + N * v ^ 2 / D) / v ^ 4) (𝓝[≠] 0)
        (𝓝 ((N : ℝ) ^ 2 / D ^ 3)) ∧
      Tendsto (fun v => (davidsonEnergy N D v + N * v ^ 2 / D) / v ^ 4) (𝓝[≠] 0) (𝓝 0) := by
  refine ⟨dci_fourth_order N D hD, ?_⟩
  have h := (dci_fourth_order N D hD).add (correction_fourth_order N hN D hD)
  rw [add_neg_cancel] at h
  refine h.congr fun v => ?_
  unfold davidsonEnergy
  ring

/-- Deviation from `N` times the uncorrected one-pair doubles-CI energy, divided by `v⁴`: it tends
to `N (N - 1) / D³` for doubles CI and to `-N / D³` for the Davidson-corrected energy. -/
theorem size_consistency_error (N : ℕ) (hN : N ≠ 0) (D : ℝ) (hD : 0 < D) :
    Tendsto (fun v => (dciEnergy N D v - N * dciEnergy 1 D v) / v ^ 4) (𝓝[≠] 0)
        (𝓝 ((N : ℝ) * (N - 1) / D ^ 3)) ∧
      Tendsto (fun v => (davidsonEnergy N D v - N * dciEnergy 1 D v) / v ^ 4) (𝓝[≠] 0)
        (𝓝 (-(N : ℝ) / D ^ 3)) := by
  obtain ⟨h1, h2⟩ := davidson_cancels_fourth_order N hN D hD
  have h0 := (dci_fourth_order 1 D hD).const_mul (N : ℝ)
  rw [Nat.cast_one] at h0
  have e1 : (N : ℝ) * (N - 1) / D ^ 3 = N ^ 2 / D ^ 3 - N * (1 ^ 2 / D ^ 3) := by ring
  have e2 : -(N : ℝ) / D ^ 3 = 0 - N * (1 ^ 2 / D ^ 3) := by ring
  rw [e1, e2]
  exact ⟨(h1.sub h0).congr fun v => by ring, (h2.sub h0).congr fun v => by ring⟩

end

end DavidsonCorrection
```

```lean
#print axioms DavidsonCorrection.dciVec_eigen
-- 'DavidsonCorrection.dciVec_eigen' depends on axioms: [propext, Classical.choice, Quot.sound]
#print axioms DavidsonCorrection.dciEnergy_lower_bound
-- 'DavidsonCorrection.dciEnergy_lower_bound' depends on axioms: [propext, Classical.choice, Quot.sound]
#print axioms DavidsonCorrection.davidson_cancels_fourth_order
-- 'DavidsonCorrection.davidson_cancels_fourth_order' depends on axioms: [propext, Classical.choice, Quot.sound]
#print axioms DavidsonCorrection.size_consistency_error
-- 'DavidsonCorrection.size_consistency_error' depends on axioms: [propext, Classical.choice, Quot.sound]
```

## What the theorems say

The basis is indexed by `Option (Fin N)`: `none` is the reference and `some i` is the excitation of pair \(i\). The matrix `dciHam` is \(H\), `dciEnergy` is \(E\), `refWeight` is \(w\), `davidsonEnergy` is \(E_{\mathrm Q}\), and `dciVec` is the unnormalised eigenvector with reference component \(1\). The products `*ᵥ` and `⬝ᵥ` are matrix times vector and the real dot product, which is where orthonormality of the basis is fixed.

The link to the matrix is made by two theorems. For \(N\ne0\) and \(v\ne0\), `dciVec_eigen` states that `dciVec` is an eigenvector with eigenvalue \(E\) and that its squared reference component over its squared norm is \(w\). For \(D>0\), `dciEnergy_lower_bound` states \(E\,x\cdot x\le x\cdot Hx\) for every real \(x\). The vector is nonzero because its reference component is \(1\), so the two together identify \(E\) as the lowest eigenvalue.

The main theorem `davidson_cancels_fourth_order` takes a natural number \(N\ne0\) and a real \(D>0\) and gives the limits \(N^2/D^3\) and \(0\). The theorem `size_consistency_error` gives \(N(N-1)/D^3\) and \(-N/D^3\) under the same hypotheses, with `dciEnergy 1 D v` as \(E_1\). The filter `𝓝[≠] 0` means that \(v\) approaches zero from either side through nonzero values. That restriction and `hN : N ≠ 0` keep \(Nv^2\) and \(v^4\) nonzero where the weight and the quotients need them, so Lean's convention that division by zero returns zero decides nothing in the main limits.

Several restrictions come with these statements. The pairs are identical, the matrix is real, there are no single excitations, and the matrix elements are postulated and not computed from orbitals. The additive value \(NE_1\) is adopted as the benchmark for separated pairs; the product space of dimension \(2^N\), with several pairs excited at once, does not appear. The limits are taken at fixed \(N\) and \(D\), with no error bound and no uniformity in \(N\), so they say nothing about large \(N\) at fixed \(v\). What is proved about the Davidson correction is the cancellation of one coefficient at order \(v^4\), which is weaker than size consistency of \(E_{\mathrm Q}\), because orders beyond the fourth are not examined. The surviving term \(-N/D^3\) is a deviation from the benchmark \(NE_1\), not a failure of additivity, despite the name `size_consistency_error`. The main theorem used at \(N\) and at \(1\) shows that \(E_{\mathrm Q}\) minus \(N\) times the corrected one-pair energy, divided by \(v^4\), tends to zero; this consequence is not stated as a theorem in the file.

For the choice of a level of theory, this model of identical non-interacting pairs at weak coupling shows that the leading deviation of doubles CI from additivity grows as \(N(N-1)\), and that a correction needing only \(E\) and \(w\) removes this non-additive fourth-order term, at the price of a fourth-order deviation from \(NE_1\) that is linear in \(N\).

## How the proofs follow the derivation

In `secular`, `hs` is \(s^2=D^2+4Nv^2\) and `hl` is \(D\le s\). The step `linear_combination (1 / 4) * hs` is the product \((s^2-D^2)/4\) above, and the sign of \(E\) follows linearly from `hl`. The lemma `dciHam_mulVec` gives the two component formulas for \(Hx\).

The proof of `dciVec_eigen` splits on the basis index. On the reference it checks \(vN\cdot E/(Nv)=E\). On a pair it uses the secular equation solved as \(v=E(E-D)/(Nv)\), which rearranges to \(v+Dc=Ec\). The weight comes from \(Nc^2=E^2/(Nv^2)\). In `dciEnergy_lower_bound`, `hterm` is the completed square for one pair, `hsum` adds these over the pairs, and `h2` is \(Nv^2/(D-E)=-E\), after which the bound is linear in the sums.

The three limit lemmas share one pattern: take the limit of a simpler expression, then show that it equals the required quotient. In `dci_second_order`, `hc` is continuity, `hz` is \(E=0\) at \(v=0\), the simpler expression is \(-N/(D-E)\), and `congr'` transfers the limit using the secular equation at nonzero \(v\). In `dci_fourth_order` the limit of \(q\) is squared and divided by \(D\), and `key` is the identity \(E+Nv^2/D=E^2/D\). In `correction_fourth_order` the simpler expression is \(q^3/(N+q^2v^2)\), whose denominator tends to \(N\ne0\). There `key` proves the algebraic identity for an arbitrary real \(q\), with \(qv^2\) standing for the energy, and `hc` puts \(E\) back.

The main theorem adds the last two limits, whose sum is zero by `add_neg_cancel`, and `ring` matches the sum of the two quotients to the quotient for the corrected energy. In `size_consistency_error`, `h0` is the \(N=1\) limit multiplied by \(N\), and it is subtracted from each of the two main limits.

## Dividing the correction by the weight

The same algebra handles the variant in which the correction is \((1-w)E/w\); this variant is not among the theorems of the file. Since \((1-w)/w=E^2/(Nv^2)\), the correction is \(E^3/(Nv^2)=q^3v^4/N\), and its quotient by \(v^4\) again tends to \((-N/D)^3/N=-N^2/D^3\). The two forms would then agree at fourth order in this model, with the same leftover \(-N/D^3\) against \(NE_1\), and could differ only at higher order.
